# An operator that commutes with a translation has the same expectation value in an orbital and in its translate

The lemma `energy_translation` concerns a single orbital u on a periodic one-dimensional grid of N points and a fixed linear operator A, which need not be Hermitian. It states that if A commutes with T, then ⟨Tu, A Tu⟩ = ⟨u, A u⟩, where T multiplies each Fourier mode m by the phase exp(−2πi k_m s/N), with k_m an integer and s real. When each k_m equals m modulo N, T is translation by s grid spacings, whole or fractional. The orbital need not be normalised, but T is unitary, so for nonzero u the normalised expectation value is unchanged too. The proof moves T across the inner product as its adjoint Tᴴ, then aims to swap A with T and cancel TᴴT = 1.

Lean 4 with Mathlib refuses this proof:

```lean
import Mathlib

open Matrix Finset
open scoped ComplexConjugate

noncomputable section

namespace EggBoxEffect

variable {N : ℕ} [NeZero N]

/-- The matrix whose column `m` is the plane wave of Fourier mode `m` on the periodic grid. -/
def modes (N : ℕ) [NeZero N] : Matrix (ZMod N) (ZMod N) ℂ :=
  Matrix.of fun j m => ZMod.stdAddChar (m * j)

/-- The discrete Fourier analysis matrix, which extracts plane-wave coefficients. -/
def analysis (N : ℕ) [NeZero N] : Matrix (ZMod N) (ZMod N) ℂ :=
  (N : ℂ)⁻¹ • (modes N)ᴴ

/-- The operator that multiplies the coefficient of each Fourier mode `m` by `a m`. -/
def multiplier (a : ZMod N → ℂ) : Matrix (ZMod N) (ZMod N) ℂ :=
  modes N * diagonal a * analysis N

/-- The phase `exp(-2πi k_m s / N)` acquired by mode `m` in a translation by `s` grid spacings. -/
def phase (k : ZMod N → ℤ) (s : ℝ) (m : ZMod N) : ℂ :=
  Complex.exp (((-2 * Real.pi * k m * s / N : ℝ) : ℂ) * Complex.I)

/-- The Fourier multiplier with factors `phase k s`. It represents translation by `s` grid spacings,
with `s` any real number, when each `k m` equals `m` modulo `N`. -/
def translation (k : ZMod N → ℤ) (s : ℝ) : Matrix (ZMod N) (ZMod N) ℂ :=
  multiplier (phase k s)

/-- The quadratic form `⟨u, A u⟩` of an operator `A` in the orbital `u`. -/
def energy (A : Matrix (ZMod N) (ZMod N) ℂ) (u : ZMod N → ℂ) : ℂ :=
  star u ⬝ᵥ (A *ᵥ u)

/-- Plane-wave synthesis undoes Fourier analysis. -/
theorem modes_mul_analysis : modes N * analysis N = 1 := by
  ext j l
  have h : ∀ m, modes N j m * star (modes N l m) = ZMod.stdAddChar (m * (j - l)) := by
    intro m
    rw [show m * (j - l) = m * j + -(m * l) by ring, AddChar.map_add_eq_mul,
      AddChar.map_neg_eq_conj]
    rfl
  have hN : (N : ℂ) ≠ 0 := Nat.cast_ne_zero.mpr (NeZero.ne N)
  rw [analysis, Matrix.mul_smul, Matrix.smul_apply, Matrix.mul_apply]
  simp only [Matrix.conjTranspose_apply, h]
  -- orthogonality of the characters of the grid
  rw [AddChar.sum_mulShift _ (ZMod.isPrimitive_stdAddChar N)]
  by_cases hjl : j = l
  · subst hjl
    simp [ZMod.card, hN]
  · simp [sub_eq_zero, hjl]

/-- Two Fourier multipliers compose by multiplying their factors mode by mode. -/
theorem multiplier_mul (a b : ZMod N → ℂ) :
    multiplier a * multiplier b = multiplier (fun m => a m * b m) := by
  have h : analysis N * modes N = 1 := mul_eq_one_comm.mp modes_mul_analysis
  calc multiplier a * multiplier b
      = modes N * diagonal a * (analysis N * modes N) * diagonal b * analysis N := by
        simp only [multiplier, Matrix.mul_assoc]
    _ = multiplier (fun m => a m * b m) := by
        rw [h, Matrix.mul_one, Matrix.mul_assoc (modes N), diagonal_mul_diagonal, multiplier]

/-- Every translation, by a whole or fractional number of grid spacings, is unitary. -/
theorem translation_unitary (k : ZMod N → ℤ) (s : ℝ) :
    (translation k s)ᴴ * translation k s = 1 := by
  have h : (translation k s)ᴴ = multiplier (star (phase k s)) := by
    simp [translation, multiplier, analysis, Matrix.conjTranspose_mul,
      Matrix.diagonal_conjTranspose, Matrix.conjTranspose_smul, Matrix.mul_assoc]
  have hp : (fun m => star (phase k s) m * phase k s m) = fun _ => (1 : ℂ) := by
    funext m
    change conj (phase k s m) * phase k s m = 1
    rw [Complex.conj_mul', phase, Complex.norm_exp_ofReal_mul_I]
    norm_num
  rw [h, translation, multiplier_mul, hp, multiplier, Matrix.diagonal_one, Matrix.mul_one,
    modes_mul_analysis]

/-- An operator that commutes with a translation has the same energy in an orbital and in
its translate. -/
theorem energy_translation (k : ZMod N → ℤ) (s : ℝ) {A : Matrix (ZMod N) (ZMod N) ℂ}
    (hA : Commute A (translation k s)) (u : ZMod N → ℂ) :
    energy A (translation k s *ᵥ u) = energy A u := by
  rw [energy, Matrix.star_mulVec, ← Matrix.dotProduct_mulVec, Matrix.mulVec_mulVec,
    Matrix.mulVec_mulVec, hA.eq, ← Matrix.mul_assoc, translation_unitary, Matrix.one_mul, energy]

end EggBoxEffect
```

The error:

```
Main.lean:85:26: error: Tactic `rewrite` failed: Did not find an occurrence of the pattern
  A * translation k s
in the target expression
  star u ⬝ᵥ ((translation k s)ᴴ * A * translation k s) *ᵥ u = energy A u

N : ℕ
inst✝ : NeZero N
k : ZMod N → ℤ
s : ℝ
A : Matrix (ZMod N) (ZMod N) ℂ
hA : Commute A (translation k s)
u : ZMod N → ℂ
⊢ star u ⬝ᵥ ((translation k s)ᴴ * A * translation k s) *ᵥ u = energy A u
```

Cause. The error says that `rw` could not find `A * translation k s`, the left-hand side of `hA.eq`, in the goal. The goal does show `(translation k s)ᴴ * A * translation k s`, but multiplication in Lean associates to the left, so this means `((translation k s)ᴴ * A) * translation k s`. The two uses of `Matrix.mulVec_mulVec` had built the product in that order. In it, `A` is grouped with the adjoint on its left, and `A * translation k s` is not a subterm. `rw` looks for the pattern as a subterm and does not regroup the product by itself.

The repair puts `Matrix.mul_assoc` before `hA.eq`, which turns the product into `(translation k s)ᴴ * (A * translation k s)`. Now `hA.eq` can swap the two factors in the brackets. The existing `← Matrix.mul_assoc` then groups the adjoint with the translation, as `translation_unitary` requires. The new line break in the rewrite list is only layout.

The repair, with which the file compiles:

```diff
@@ -83,5 +83,6 @@
     energy A (translation k s *ᵥ u) = energy A u := by
   rw [energy, Matrix.star_mulVec, ← Matrix.dotProduct_mulVec, Matrix.mulVec_mulVec,
-    Matrix.mulVec_mulVec, hA.eq, ← Matrix.mul_assoc, translation_unitary, Matrix.one_mul, energy]
+    Matrix.mulVec_mulVec, Matrix.mul_assoc, hA.eq, ← Matrix.mul_assoc, translation_unitary,
+    Matrix.one_mul, energy]
 
 end EggBoxEffect
```
